# Einstein velocity addition in the plane is neither commutative nor associative

In units with $c=1$, let $u\oplus v$ be the laboratory velocity of a body that moves with velocity $v$ relative to a frame which itself moves with velocity $u$, its axes set by a boost without rotation. The Lean file below takes planar velocities as pairs of real numbers and shows that both the order and the bracketing of such sums matter.

```lean
import Mathlib

namespace EinsteinVelocityAddition

noncomputable section

/-- The Euclidean dot product of two velocities in the plane. -/
def dot (u v : ℝ × ℝ) : ℝ := u.1 * v.1 + u.2 * v.2

/-- The Lorentz factor of a velocity of magnitude below one, in units with `c = 1`. -/
def gamma (u : ℝ × ℝ) : ℝ := 1 / Real.sqrt (1 - dot u u)

/-- Einstein's addition of two planar velocities of magnitude below one, with `c = 1`. -/
def einsteinAdd (u v : ℝ × ℝ) : ℝ × ℝ :=
  (1 / (1 + dot u v)) •
    (u + (1 / gamma u) • v + (gamma u / (1 + gamma u) * dot u v) • u)

local notation:65 u:65 " ⊕ᵥ " v:66 => einsteinAdd u v

/-- The velocity of magnitude 3/5 along the first axis. -/
def velX : ℝ × ℝ := (3 / 5, 0)

/-- The velocity of magnitude 3/5 along the second axis. -/
def velY : ℝ × ℝ := (0, 3 / 5)

/-- The dot product is symmetric. -/
theorem dot_comm (u v : ℝ × ℝ) : dot u v = dot v u := by
  simp only [dot]
  ring

/-- For two velocities below that of light the denominator `1 + u·v` is positive. -/
theorem one_add_dot_pos {u v : ℝ × ℝ} (hu : dot u u < 1) (hv : dot v v < 1) :
    0 < 1 + dot u v := by
  simp only [dot] at *
  nlinarith [sq_nonneg (u.1 + v.1), sq_nonneg (u.2 + v.2)]

/-- Einstein addition in components, written with the positive number `s` that satisfies
`s² = 1 - |u|²`. -/
theorem add_of_root (u v : ℝ × ℝ) {s : ℝ} (hs0 : 0 < s) (hs : s ^ 2 = 1 - dot u u) :
    u ⊕ᵥ v = ((u.1 + s * v.1 + dot u v / (1 + s) * u.1) / (1 + dot u v),
      (u.2 + s * v.2 + dot u v / (1 + s) * u.2) / (1 + dot u v)) := by
  have hr : Real.sqrt (1 - dot u u) = s := by
    rw [← hs]
    exact Real.sqrt_sq hs0.le
  have hg : gamma u = 1 / s := by rw [gamma, hr]
  have h1 : s * (1 + 1 / s) = 1 + s := by
    rw [mul_add, mul_one_div_cancel hs0.ne']
    ring
  have hk : (1 / s) / (1 + 1 / s) = 1 / (1 + s) := by rw [div_div, h1]
  unfold einsteinAdd
  rw [hg, hk, one_div_one_div]
  apply Prod.ext <;>
    simp only [Prod.smul_fst, Prod.smul_snd, Prod.fst_add, Prod.snd_add, smul_eq_mul] <;>
    ring

/-- For velocities below that of light,
`1 - |u ⊕ v|² = (1 - |u|²)(1 - |v|²) / (1 + u·v)²`. -/
theorem one_sub_speed_sq {u v : ℝ × ℝ} (hu : dot u u < 1) (hv : dot v v < 1) :
    1 - dot (u ⊕ᵥ v) (u ⊕ᵥ v) =
      (1 - dot u u) * (1 - dot v v) / (1 + dot u v) ^ 2 := by
  have hD := one_add_dot_pos hu hv
  obtain ⟨s, hs0, hs⟩ : ∃ s : ℝ, 0 < s ∧ s ^ 2 = 1 - dot u u :=
    ⟨_, Real.sqrt_pos.2 (by linarith), Real.sq_sqrt (by linarith)⟩
  have h1 : 0 < 1 + s := by linarith
  obtain ⟨q, hq⟩ : ∃ q, q = dot u v / (1 + s) := ⟨_, rfl⟩
  have hd : dot u v = q * (1 + s) := by rw [hq, div_mul_cancel₀ _ h1.ne']
  have hdot : ∀ a b D : ℝ, dot (a / D, b / D) (a / D, b / D) = (a ^ 2 + b ^ 2) / D ^ 2 := by
    intro a b D
    simp only [dot]
    ring
  -- squared length of the numerator of the addition formula
  have key : (u.1 + s * v.1 + q * u.1) ^ 2 + (u.2 + s * v.2 + q * u.2) ^ 2 =
      (1 + dot u v) ^ 2 - s ^ 2 * (1 - dot v v) := by
    have e : (u.1 + s * v.1 + q * u.1) ^ 2 + (u.2 + s * v.2 + q * u.2) ^ 2 =
        (1 + q) ^ 2 * dot u u + 2 * (1 + q) * s * dot u v + s ^ 2 * dot v v := by
      simp only [dot]
      ring
    rw [e]
    linear_combination (1 + q) ^ 2 * hs +
      (-dot u v - q * (1 + s) + 2 * (1 + q) * s - 2) * hd
  rw [add_of_root u v hs0 hs, ← hq, hdot, eq_div_iff (pow_ne_zero 2 hD.ne'), sub_mul,
    div_mul_cancel₀ _ (pow_ne_zero 2 hD.ne')]
  linear_combination (1 - dot v v) * hs - key

/-- The sum of two velocities below that of light is again below that of light, and its
speed does not depend on the order of the two. -/
theorem speed_lt_one_and_symm {u v : ℝ × ℝ} (hu : dot u u < 1) (hv : dot v v < 1) :
    dot (u ⊕ᵥ v) (u ⊕ᵥ v) < 1 ∧ dot (u ⊕ᵥ v) (u ⊕ᵥ v) = dot (v ⊕ᵥ u) (v ⊕ᵥ u) := by
  have a := one_sub_speed_sq hu hv
  have b := one_sub_speed_sq hv hu
  rw [dot_comm v u, mul_comm (1 - dot v v)] at b
  have hp : 0 < (1 - dot u u) * (1 - dot v v) / (1 + dot u v) ^ 2 :=
    div_pos (mul_pos (by linarith) (by linarith)) (pow_pos (one_add_dot_pos hu hv) 2)
  constructor <;> linarith

/-- For collinear velocities below that of light, Einstein addition is the one-dimensional
rule `(1 + u·v) (u ⊕ v) = u + v`. -/
theorem add_of_collinear {u v : ℝ × ℝ} (hu : dot u u < 1) (hv : dot v v < 1)
    (hx : u.1 * v.2 = u.2 * v.1) : (1 + dot u v) • (u ⊕ᵥ v) = u + v := by
  have hD := (one_add_dot_pos hu hv).ne'
  obtain ⟨s, hs0, hs⟩ : ∃ s : ℝ, 0 < s ∧ s ^ 2 = 1 - dot u u :=
    ⟨_, Real.sqrt_pos.2 (by linarith), Real.sq_sqrt (by linarith)⟩
  have h1 : 1 + s ≠ 0 := by linarith
  obtain ⟨q, hq⟩ : ∃ q, q = dot u v / (1 + s) := ⟨_, rfl⟩
  have hd : dot u v = q * (1 + s) := by rw [hq, div_mul_cancel₀ _ h1]
  have k1 : dot u v * u.1 = dot u u * v.1 := by
    simp only [dot]
    linear_combination u.2 * hx
  have k2 : dot u v * u.2 = dot u u * v.2 := by
    simp only [dot]
    linear_combination -u.1 * hx
  -- the term along `u` restores the part of `v` lost to time dilation
  have e1 : q * u.1 = (1 - s) * v.1 :=
    mul_left_cancel₀ h1 (by linear_combination k1 - u.1 * hd + v.1 * hs)
  have e2 : q * u.2 = (1 - s) * v.2 :=
    mul_left_cancel₀ h1 (by linear_combination k2 - u.2 * hd + v.2 * hs)
  have hc : ∀ a : ℝ, (1 + dot u v) * (a / (1 + dot u v)) = a := fun a => by field_simp
  rw [add_of_root u v hs0 hs, ← hq]
  apply Prod.ext
  · simp only [Prod.smul_fst, Prod.fst_add, smul_eq_mul, hc]
    linear_combination e1
  · simp only [Prod.smul_snd, Prod.snd_add, smul_eq_mul, hc]
    linear_combination e2

/-- Two velocities below that of light commute under Einstein addition exactly when they
are collinear. -/
theorem add_comm_iff_collinear {u v : ℝ × ℝ} (hu : dot u u < 1) (hv : dot v v < 1) :
    u ⊕ᵥ v = v ⊕ᵥ u ↔ u.1 * v.2 = u.2 * v.1 := by
  have hD := (one_add_dot_pos hu hv).ne'
  constructor
  · intro h
    obtain ⟨s, hs0, hs⟩ : ∃ s : ℝ, 0 < s ∧ s ^ 2 = 1 - dot u u :=
      ⟨_, Real.sqrt_pos.2 (by linarith), Real.sq_sqrt (by linarith)⟩
    obtain ⟨t, ht0, ht⟩ : ∃ t : ℝ, 0 < t ∧ t ^ 2 = 1 - dot v v :=
      ⟨_, Real.sqrt_pos.2 (by linarith), Real.sq_sqrt (by linarith)⟩
    obtain ⟨q, hq⟩ : ∃ q, q = dot u v / (1 + s) := ⟨_, rfl⟩
    obtain ⟨p, hp⟩ : ∃ p, p = dot u v / (1 + t) := ⟨_, rfl⟩
    have hdq : dot u v = q * (1 + s) := by
      rw [hq, div_mul_cancel₀ _ (by linarith)]
    have hdp : dot u v = p * (1 + t) := by
      rw [hp, div_mul_cancel₀ _ (by linarith)]
    rw [add_of_root u v hs0 hs, add_of_root v u ht0 ht, dot_comm v u, ← hq, ← hp,
      Prod.mk.injEq, div_left_inj' hD, div_left_inj' hD] at h
    obtain ⟨h1, h2⟩ := h
    by_contra hx
    have hx' : u.1 * v.2 - u.2 * v.1 ≠ 0 := sub_ne_zero.2 hx
    -- independent directions: both coefficients vanish
    have hA : 1 + q - t = 0 :=
      (mul_eq_zero.1 (show (1 + q - t) * (u.1 * v.2 - u.2 * v.1) = 0 by
        linear_combination v.2 * h1 - v.1 * h2)).resolve_right hx'
    have hB : 1 + p - s = 0 :=
      (mul_eq_zero.1 (show (1 + p - s) * (u.1 * v.2 - u.2 * v.1) = 0 by
        linear_combination u.2 * h1 - u.1 * h2)).resolve_right hx'
    have hsum : (u.1 + v.1) ^ 2 + (u.2 + v.2) ^ 2 = -(s - t) ^ 2 := by
      have e : (u.1 + v.1) ^ 2 + (u.2 + v.2) ^ 2 = dot u u + dot v v + 2 * dot u v := by
        simp only [dot]
        ring
      rw [e]
      linear_combination hs + ht + hdq + (1 + s) * hA + hdp + (1 + t) * hB
    -- hence `v = -u`, which is collinear after all
    have e1 : u.1 + v.1 = 0 := (pow_eq_zero_iff two_ne_zero).1 (by
      linarith [sq_nonneg (u.1 + v.1), sq_nonneg (u.2 + v.2), sq_nonneg (s - t)])
    have e2 : u.2 + v.2 = 0 := (pow_eq_zero_iff two_ne_zero).1 (by
      linarith [sq_nonneg (u.1 + v.1), sq_nonneg (u.2 + v.2), sq_nonneg (s - t)])
    exact hx (by linear_combination v.2 * e1 - v.1 * e2)
  · intro hx
    have a := add_of_collinear hu hv hx
    have b := add_of_collinear hv hu (by linear_combination -hx)
    rw [dot_comm v u, add_comm v u] at b
    exact smul_right_injective _ hD (a.trans b.symm)

/-- The two sums of the perpendicular velocities (3/5, 0) and (0, 3/5). -/
theorem perpendicular_sums :
    velX ⊕ᵥ velY = (3 / 5, 12 / 25) ∧ velY ⊕ᵥ velX = (12 / 25, 3 / 5) := by
  constructor
  · rw [add_of_root velX velY (s := 4 / 5) (by norm_num) (by norm_num [dot, velX])]
    norm_num [dot, velX, velY]
  · rw [add_of_root velY velX (s := 4 / 5) (by norm_num) (by norm_num [dot, velY])]
    norm_num [dot, velX, velY]

/-- The two bracketings of the triple sum of (3/5, 0), (0, 3/5) and (3/5, 0). -/
theorem triple_sums :
    (velX ⊕ᵥ velY) ⊕ᵥ velX = (2859 / 3485, 300 / 697) ∧
      velX ⊕ᵥ (velY ⊕ᵥ velX) = (135 / 161, 60 / 161) := by
  constructor
  · rw [perpendicular_sums.1, add_of_root (3 / 5, 12 / 25) velX (s := 16 / 25)
      (by norm_num) (by norm_num [dot])]
    norm_num [dot, velX]
  · rw [perpendicular_sums.2, add_of_root velX (12 / 25, 3 / 5) (s := 4 / 5)
      (by norm_num) (by norm_num [dot, velX])]
    norm_num [dot, velX]

/-- Einstein addition is neither commutative nor associative: for (3/5, 0) and (0, 3/5) the
two orders give different velocities of equal speed, and the two bracketings of the triple
sum differ even in speed. -/
theorem not_commutative_not_associative :
    velX ⊕ᵥ velY ≠ velY ⊕ᵥ velX ∧
      dot (velX ⊕ᵥ velY) (velX ⊕ᵥ velY) = dot (velY ⊕ᵥ velX) (velY ⊕ᵥ velX) ∧
      (velX ⊕ᵥ velY) ⊕ᵥ velX ≠ velX ⊕ᵥ (velY ⊕ᵥ velX) ∧
      dot ((velX ⊕ᵥ velY) ⊕ᵥ velX) ((velX ⊕ᵥ velY) ⊕ᵥ velX) ≠
        dot (velX ⊕ᵥ (velY ⊕ᵥ velX)) (velX ⊕ᵥ (velY ⊕ᵥ velX)) := by
  rw [triple_sums.1, triple_sums.2, perpendicular_sums.1, perpendicular_sums.2]
  refine ⟨?_, ?_, ?_, ?_⟩
  · intro h
    have h1 := congrArg Prod.fst h
    norm_num at h1
  · norm_num [dot]
  · intro h
    have h1 := congrArg Prod.fst h
    norm_num at h1
  · norm_num [dot]

end

end EinsteinVelocityAddition
```

```lean
#print axioms EinsteinVelocityAddition.speed_lt_one_and_symm
-- 'EinsteinVelocityAddition.speed_lt_one_and_symm' depends on axioms: [propext, Classical.choice, Quot.sound]
#print axioms EinsteinVelocityAddition.add_comm_iff_collinear
-- 'EinsteinVelocityAddition.add_comm_iff_collinear' depends on axioms: [propext, Classical.choice, Quot.sound]
#print axioms EinsteinVelocityAddition.not_commutative_not_associative
-- 'EinsteinVelocityAddition.not_commutative_not_associative' depends on axioms: [propext, Classical.choice, Quot.sound]
```

## What the theorems say about velocities

The addition `einsteinAdd`, written `⊕ᵥ`, is

$$u\oplus v=\frac{1}{1+u\cdot v}\left[u+\frac{1}{\gamma}v+\frac{\gamma}{1+\gamma}(u\cdot v)\,u\right],\qquad \gamma=\frac{1}{\sqrt{1-|u|^2}}.$$

The first argument is the velocity of the frame; some textbooks use the opposite order. `gamma` is the Lorentz factor, and `dot u u` is the squared speed. The file defines its own dot product because Mathlib's norm on `ℝ × ℝ` is the larger of the two absolute components, not the Euclidean length.

The counter-example uses `velX` $=(3/5,0)$ and `velY` $=(0,3/5)$. `perpendicular_sums` gives their two sums, $(3/5,12/25)$ and $(12/25,3/5)$, and `triple_sums` gives the two bracketings of `velX`, `velY`, `velX`. The final theorem draws four conclusions: the two orders give different velocities, these have equal speed, the two bracketings differ, and they differ even in speed.

The general theorems assume `dot u u < 1` and `dot v v < 1`, that is, both speeds below that of light. They state that the sum is also slower than light, that its speed is independent of the order, and that $u\oplus v=v\oplus u$ exactly when $u_1v_2=u_2v_1$. This last equation expresses collinearity and includes the case in which one velocity is zero.

The addition formula enters as a definition. Its derivation from Lorentz transformations is the step that connects these theorems to moving frames, and it is assumed here.

In atomic physics, the rotation that accompanies successive non-collinear boosts gives rise to the Thomas correction to spin–orbit coupling; the present model has only planar velocities, without rotations or spin.

## The speed of a sum

Put $s=\sqrt{1-|u|^2}=1/\gamma$. Then $\gamma/(1+\gamma)=1/(1+s)$, and with $q=u\cdot v/(1+s)$ the sum becomes

$$u\oplus v=\frac{(1+q)u+sv}{1+u\cdot v}.$$

This is `add_of_root`. The denominator is positive because $0\le|u+v|^2<2+2\,u\cdot v$, which `one_add_dot_pos` obtains from the squares passed to `nlinarith`.

The squared length of the numerator is

$$(1+q)^2|u|^2+2(1+q)s\,(u\cdot v)+s^2|v|^2.$$

Insert $|u|^2=1-s^2$ and $u\cdot v=q(1+s)$. The terms without $|v|^2$ are

$$(1+q)^2+2q(1+q)s+s^2\left[2q(1+q)-(1+q)^2\right].$$

The square bracket equals $q^2-1$, so these terms add up to $(1+q+qs)^2-s^2=(1+u\cdot v)^2-s^2$. The squared length is therefore $(1+u\cdot v)^2-s^2(1-|v|^2)$, which is the step `key` in `one_sub_speed_sq`. Dividing by $(1+u\cdot v)^2$ and subtracting from one gives

$$1-|u\oplus v|^2=\frac{(1-|u|^2)(1-|v|^2)}{(1+u\cdot v)^2}.$$

The right-hand side is positive and symmetric in $u$ and $v$, which yields both parts of `speed_lt_one_and_symm`. In Lean, `linear_combination` carries out the substitutions by adding multiples of the equations for $s^2$ and $u\cdot v$.

## Only collinear velocities commute

If $u$ and $v$ are collinear, then $(u\cdot v)u=|u|^2v$. Since $|u|^2=(1-s)(1+s)$, division by $1+s$ gives $qu=(1-s)v$. The numerator is then $u+sv+(1-s)v=u+v$, so

$$u\oplus v=\frac{u+v}{1+u\cdot v}.$$

This is `add_of_collinear`, with the denominator moved to the other side. The result is symmetric, so collinear velocities commute.

For the converse, let $t=\sqrt{1-|v|^2}$ and $p=u\cdot v/(1+t)$. The two orders have the same denominator, so their equality means

$$(1+q-t)u=(1+p-s)v.$$

Suppose that $u$ and $v$ are not collinear. Both coefficients then vanish; Lean proves this in `hA` and `hB` by eliminating one vector at a time and cancelling the non-zero number $u_1v_2-u_2v_1$. Thus $q=t-1$ and $p=s-1$, and

$$2\,u\cdot v=(t-1)(1+s)+(s-1)(1+t)=2st-2.$$

It follows that

$$|u+v|^2=(1-s^2)+(1-t^2)+2st-2=-(s-t)^2.$$

A square length cannot be negative, so $u+v=0$. But then $v=-u$ is collinear with $u$, a contradiction.

## The numbers in the counter-example

For the perpendicular pair $u=(3/5,0)$ and $v=(0,3/5)$, $u\cdot v=0$ and $s=4/5$. The sum is $u+\tfrac45v=(3/5,12/25)$, and exchanging the axes gives the other order. Both have squared speed $369/625$, so the root is $\sqrt{256/625}=16/25$ when such a sum is the first argument of the next addition; when $u$ is the first argument, the root is again $4/5$.

For $(u\oplus v)\oplus u$, the dot product is $9/25$ and $q=9/41$, so

$$(u\oplus v)\oplus u=\frac{25}{34}\left[\frac{50}{41}\left(\frac35,\frac{12}{25}\right)+\frac{16}{25}\left(\frac35,0\right)\right]=\left(\frac{2859}{3485},\frac{300}{697}\right).$$

For $u\oplus(v\oplus u)$, the dot product is $36/125$ and $q=4/25$, so

$$u\oplus(v\oplus u)=\frac{125}{161}\left[\frac{29}{25}\left(\frac35,0\right)+\frac45\left(\frac{12}{25},\frac35\right)\right]=\left(\frac{135}{161},\frac{60}{161}\right).$$

The squared speeds are $6201/7225$ and $21825/25921$, or speeds of about $0.926$ and $0.918$. The Lean proofs supply the rational roots to `add_of_root`, and `norm_num` does the arithmetic.

## Slow perpendicular velocities

For perpendicular velocities $(w,0)$ and $(0,w)$ with $0\le w<1$, the two sums are $(w,w\sqrt{1-w^2})$ and $(w\sqrt{1-w^2},w)$. Their components differ by $w(1-\sqrt{1-w^2})\approx w^3/2$ for small $w$, so the ordinary commutative sum $(w,w)$ is recovered at low speed. At $w=0$ both sums are zero.
